# The vertices of a connected QED diagram with E external legs and L loops supply e to the power E + 2L − 2

In the one-loop electron self-energy, an electron emits a photon and reabsorbs it. There are two vertices, joined by an electron line and a photon line, with one external leg at each vertex. Let \(p_1\) and \(p_2\) be the momenta on the two internal lines, both directed from the first vertex to the second, and set the external momentum to zero. Conservation at the first vertex says \(p_1+p_2=0\), and conservation at the second says the same thing again. Two conditions on two unknowns therefore leave one momentum free, and that is the loop momentum. Each vertex supplies one factor of the charge \(e\), so the diagram is of order \(e^2\).

The redundant condition is what makes the general count work. Take a finite connected diagram with \(V\ge 1\) vertices, \(I\) internal lines, \(E\) external legs and \(L\) independent loop momenta, and let three half-edges meet at every vertex. Then

\[
L+V=I+1,\qquad V+2=E+2L .
\]

With one factor of \(e\) per vertex, the power of \(e\) is \(V=E+2L-2\). This gives the perturbative order of a QED amplitude from its legs and loops, for diagrams built from the three-legged vertex alone. Compton scattering at tree level, with \(E=4\) and \(L=0\), is of order \(e^2\), and each further loop costs another \(e^2\).

## Finitely many vertices and lines

Finiteness means that one diagram at a fixed order is considered, not the whole perturbation series. A `Diagram` records where each internal line starts and ends, and where each leg is attached. In Lean, `V`, `I` and `E` are the types of vertices, lines and legs; the numbers written \(V\), \(I\), \(E\) here are their cardinalities, such as `Fintype.card V`. Electron and photon lines are not distinguished, since the count does not depend on the difference.

```lean
import Mathlib

open Matrix

namespace QEDPowerCounting

noncomputable section

/-- A Feynman diagram with vertices `V`, oriented internal lines `I` and external legs `E`.
Parallel lines and lines that return to their own vertex are allowed. -/
structure Diagram (V I E : Type*) where
  /-- The vertex where an internal line starts. -/
  src : I → V
  /-- The vertex where an internal line ends. -/
  tgt : I → V
  /-- The vertex to which an external leg is attached. -/
  leg : E → V
```

Two vertices are connected if a chain of lines links them, with each line usable in either direction. `Relation.EqvGen` expresses this as the equivalence relation generated by `Joined`.

```lean
namespace Diagram

variable {V I E : Type*} [DecidableEq V]

/-- Some internal line runs from `a` to `b`. -/
def Joined (D : Diagram V I E) (a b : V) : Prop := ∃ i, D.src i = a ∧ D.tgt i = b

/-- Any two vertices are linked by a chain of internal lines, whatever their orientation. -/
def Connected (D : Diagram V I E) : Prop := ∀ u v, Relation.EqvGen D.Joined u v
```

The valence counts half-edges, so a line that returns to its own vertex counts twice there.

```lean
/-- The number of half-edges at a vertex: outgoing and incoming ends of internal lines,
and external legs. -/
def valence [Fintype I] [Fintype E] (D : Diagram V I E) (v : V) : ℕ :=
  (Finset.univ.filter fun i => D.src i = v).card +
  (Finset.univ.filter fun i => D.tgt i = v).card +
  (Finset.univ.filter fun l => D.leg l = v).card
```

The incidence matrix \(A\) has a row for each vertex and a column for each line. For a flow \(p\) on the lines and a function \(\varphi\) on the vertices,

\[
(Ap)_v=\sum_{i\,\text{into}\,v}p_i-\sum_{i\,\text{out of}\,v}p_i,\qquad
(A^{T}\varphi)_i=\varphi(\text{end of }i)-\varphi(\text{start of }i).
\]

The loop momenta are the solutions of \(Ap=0\), and \(L\) is the dimension of that space. External momenta do not enter: when they are held fixed, two allowed assignments of internal momenta differ by such a solution. The file treats one component of the four-momentum and uses rational coefficients; as \(A\) has integer entries, real coefficients give the same dimension.

```lean
/-- The incidence matrix: `+1` where a line enters a vertex, `-1` where it leaves, and `0` for a
line that does both or neither. -/
def incidence (D : Diagram V I E) : Matrix V I ℚ :=
  Matrix.of fun v i => (if D.tgt i = v then 1 else 0) - (if D.src i = v then 1 else 0)

/-- The space of loop momenta: edge flows annihilated by the incidence matrix. -/
def loopMomenta [Fintype I] (D : Diagram V I E) : Submodule ℚ (I → ℚ) :=
  LinearMap.ker D.incidence.mulVecLin

/-- The number of loops: the dimension of the space of loop momenta. -/
def loopNumber [Fintype I] (D : Diagram V I E) : ℕ := Module.finrank ℚ D.loopMomenta
```

The solutions of \(A^{T}\varphi=0\) are called `potentials`, by analogy with a resistor network; they have nothing to do with the photon field. Write \(P\) for the dimension of their space.

```lean
/-- Vertex potentials without a drop along any line: the kernel of the transposed
incidence matrix. -/
def potentials [Fintype V] (D : Diagram V I E) : Submodule ℚ (V → ℚ) :=
  LinearMap.ker D.incidenceᵀ.mulVecLin
```

The next two lemmas confirm that the kernels mean what they should: inflow equals outflow at every vertex, and \(\varphi\) takes equal values at the two ends of every line. Both proofs write out the matrix product and let the two 0/1 indicators in each entry select the terms.

```lean
/-- An edge flow is a loop momentum exactly when inflow equals outflow at every vertex. -/
theorem mem_loopMomenta [Fintype I] (D : Diagram V I E) (p : I → ℚ) :
    p ∈ D.loopMomenta ↔
      ∀ v, ∑ i with D.tgt i = v, p i = ∑ i with D.src i = v, p i := by
  rw [loopMomenta, LinearMap.mem_ker, funext_iff]
  refine forall_congr' fun v => ?_
  rw [Matrix.mulVecLin_apply]
  simp only [Matrix.mulVec, dotProduct, incidence, Matrix.of_apply, sub_mul, ite_mul, one_mul,
    zero_mul, Finset.sum_sub_distrib, Finset.sum_filter, Pi.zero_apply, sub_eq_zero]

/-- A vertex function lies in `potentials` exactly when it agrees at both ends of every line. -/
theorem mem_potentials [Fintype V] (D : Diagram V I E) (φ : V → ℚ) :
    φ ∈ D.potentials ↔ ∀ i, φ (D.tgt i) = φ (D.src i) := by
  rw [potentials, LinearMap.mem_ker, funext_iff]
  refine forall_congr' fun i => ?_
  rw [Matrix.mulVecLin_apply]
  simp only [Matrix.mulVec, dotProduct, Matrix.transpose_apply, incidence, Matrix.of_apply,
    sub_mul, ite_mul, one_mul, zero_mul, Finset.sum_sub_distrib, Finset.sum_ite_eq,
    Finset.mem_univ, if_true, Pi.zero_apply, sub_eq_zero]
```

By hand, finiteness is used in rank-nullity. If \(r\) is the rank of \(A\), then \(r+L=I\). The transpose has the same rank, so \(r+P=V\). Eliminating \(r\) gives

\[
L+V=I+P .
\]

This is `loopNumber_add_card` below, where `h₁` and `h₂` are the two rank-nullity equations, `h₃` is the equality of ranks, and `omega` eliminates \(r\). An infinite diagram with three half-edges at every vertex has infinitely many vertices, and there is no power of \(e\) to determine.

## At least one vertex

Physically, this says that some interaction takes place. By hand, it ensures that the constant function 1 on the vertices is not the zero function, so that \(P\ge 1\). In the proof of `finrank_potentials_eq_one_iff` the same fact is `hone`, obtained by evaluating at a chosen vertex `o`.

A `Diagram` attaches every line and every leg to a vertex, so the bare line of a freely moving particle is not represented, and without a vertex \(V=I=E=L=0\). This empty diagram is connected in the vacuous sense, yet \(L+V=0\) while \(I+1=1\).

## Every vertex reachable from every other

A connected diagram describes a single process, not several independent ones side by side. By hand, connectedness gives \(P=1\). A potential does not change along a line, hence not along a chain of lines, so in a connected diagram it is constant. Conversely, suppose \(P=1\), so that every potential is constant. Fix a vertex \(u\), and let \(\varphi\) be 1 on the vertices linked to \(u\) and 0 elsewhere. No line leads from one set to the other, so \(\varphi\) is a potential and therefore constant. Since \(\varphi(u)=1\), it is 1 everywhere, and every vertex is linked to \(u\).

The Lean proof first restates \(P=1\) as the claim that every potential is a multiple of `one`. Its first branch is the indicator argument: `hw` shows that the indicator is a potential, and `linarith` finds the contradiction if some `v` is not linked to `u`. Its second branch is the chain argument, an induction on the generated equivalence in `key`.

```lean
/-- For a diagram with at least one vertex, the potentials form a one-dimensional space
exactly when the diagram is connected. -/
theorem finrank_potentials_eq_one_iff [Fintype V] [Nonempty V] (D : Diagram V I E) :
    Module.finrank ℚ D.potentials = 1 ↔ D.Connected := by
  classical
  obtain ⟨o⟩ := ‹Nonempty V›
  let one : D.potentials := ⟨fun _ => 1, (D.mem_potentials _).2 fun _ => rfl⟩
  have hone : one ≠ 0 := by
    intro h
    have h' : (1 : ℚ) = 0 := congrFun (congrArg Subtype.val h) o
    exact one_ne_zero h'
  rw [finrank_eq_one_iff_of_nonzero' one hone]
  constructor
  · -- the indicator of the component of `u` must be a constant function
    intro h u v
    have hw : (fun x => if Relation.EqvGen D.Joined u x then (1 : ℚ) else 0)
        ∈ D.potentials := by
      rw [mem_potentials]
      intro i
      have hi : Relation.EqvGen D.Joined (D.src i) (D.tgt i) := .rel _ _ ⟨i, rfl, rfl⟩
      have hiff : Relation.EqvGen D.Joined u (D.tgt i) ↔
          Relation.EqvGen D.Joined u (D.src i) :=
        ⟨fun k => .trans _ _ _ k (.symm _ _ hi), fun k => .trans _ _ _ k hi⟩
      simp only [hiff]
    obtain ⟨c, hc⟩ := h ⟨_, hw⟩
    have hu : c * 1 = if Relation.EqvGen D.Joined u u then (1 : ℚ) else 0 :=
      congrFun (congrArg Subtype.val hc) u
    have hv : c * 1 = if Relation.EqvGen D.Joined u v then (1 : ℚ) else 0 :=
      congrFun (congrArg Subtype.val hc) v
    rw [if_pos (Relation.EqvGen.refl u)] at hu
    by_contra hn
    rw [if_neg hn] at hv
    linarith
  · -- a potential is constant along chains of lines
    intro h w
    have key : ∀ a b, Relation.EqvGen D.Joined a b → w.1 a = w.1 b := by
      intro a b hab
      induction hab with
      | rel a b hr =>
        obtain ⟨i, rfl, rfl⟩ := hr
        exact ((D.mem_potentials _).1 w.2 i).symm
      | refl a => rfl
      | symm a b _ ih => exact ih.symm
      | trans a b c _ _ ih₁ ih₂ => exact ih₁.trans ih₂
    refine ⟨w.1 o, Subtype.ext (funext fun x => ?_)⟩
    change w.1 o * 1 = w.1 x
    rw [mul_one, key o x (h o x)]

/-- Loops plus vertices equal internal lines plus the dimension of the space of potentials,
for any finite diagram. -/
theorem loopNumber_add_card [Fintype V] [Fintype I] (D : Diagram V I E) :
    D.loopNumber + Fintype.card V = Fintype.card I + Module.finrank ℚ D.potentials := by
  -- rank-nullity for the incidence matrix and for its transpose, which have equal rank
  have h₁ := LinearMap.finrank_range_add_finrank_ker D.incidence.mulVecLin
  have h₂ := LinearMap.finrank_range_add_finrank_ker D.incidenceᵀ.mulVecLin
  have h₃ : Module.finrank ℚ (LinearMap.range D.incidenceᵀ.mulVecLin) =
      Module.finrank ℚ (LinearMap.range D.incidence.mulVecLin) := D.incidence.rank_transpose
  rw [Module.finrank_fintype_fun_eq_card] at h₁ h₂
  unfold loopNumber loopMomenta potentials
  omega
```

Inserting \(P=1\) into \(L+V=I+P\) gives the loop formula. Because \(P=1\) is equivalent to connectedness, so is the formula.

```lean
/-- A finite diagram with at least one vertex is connected if and only if `L + V = I + 1`. -/
theorem connected_iff_loop_count [Fintype V] [Nonempty V] [Fintype I] (D : Diagram V I E) :
    D.Connected ↔ D.loopNumber + Fintype.card V = Fintype.card I + 1 := by
  rw [← finrank_potentials_eq_one_iff, loopNumber_add_card]
  omega
```

Every disconnected diagram with at least one vertex therefore violates \(L+V=I+1\). Take two separate vertices with three legs each: \(L+V=2\), but \(I+1=1\). The second formula fails as well, with \(V+2=4\) and \(E+2L=6\).

## Three half-edges at every vertex

The QED interaction joins one incoming electron line, one outgoing electron line and one photon line. By hand, this enters when half-edges are counted in two ways. Each internal line has two ends and each leg has one, so the valences add up to \(2I+E\). If all valences are three, then \(3V=2I+E\). Substituting \(I=L+V-1\) gives \(3V=2L+2V-2+E\), which is \(V+2=E+2L\).

The first lemma is the count for arbitrary valences. It exchanges the sums over vertices and lines, after which each line contributes one start and one end; legs are treated in the same way.

```lean
/-- Summed over all vertices, the half-edges number two per internal line and one per
external leg. -/
theorem sum_valence [Fintype V] [Fintype I] [Fintype E] (D : Diagram V I E) :
    ∑ v, D.valence v = 2 * Fintype.card I + Fintype.card E := by
  have h₁ : ∑ v, (Finset.univ.filter fun i => D.src i = v).card = Fintype.card I := by
    simp only [Finset.card_filter]
    rw [Finset.sum_comm]
    simp
  have h₂ : ∑ v, (Finset.univ.filter fun i => D.tgt i = v).card = Fintype.card I := by
    simp only [Finset.card_filter]
    rw [Finset.sum_comm]
    simp
  have h₃ : ∑ v, (Finset.univ.filter fun l => D.leg l = v).card = Fintype.card E := by
    simp only [Finset.card_filter]
    rw [Finset.sum_comm]
    simp
  simp only [valence, Finset.sum_add_distrib]
  rw [h₁, h₂, h₃]
  ring
```

If the valences \(n_v\) differ from three, connectedness still gives

\[
\sum_v (n_v-2)+2=E+2L .
\]

Lean states this over the integers, because \(n_v-2\) can be negative.

```lean
/-- In a finite connected diagram with at least one vertex and vertices of any valence, the sum of
`valence - 2` over the vertices, plus two, equals `E + 2L`. -/
theorem sum_valence_sub_two [Fintype V] [Nonempty V] [Fintype I] [Fintype E]
    (D : Diagram V I E) (hD : D.Connected) :
    ∑ v, ((D.valence v : ℤ) - 2) + 2 = Fintype.card E + 2 * D.loopNumber := by
  have h₁ : ∑ v, (D.valence v : ℤ) = 2 * Fintype.card I + Fintype.card E := by
    exact_mod_cast D.sum_valence
  have h₂ := D.connected_iff_loop_count.1 hD
  rw [Finset.sum_sub_distrib, h₁]
  simp only [Finset.sum_const, Finset.card_univ, nsmul_eq_mul]
  omega
```

Comparison with this formula shows that \(V+2=E+2L\) requires the valences to average three. A single vertex with four legs breaks that condition, and there \(V+2=3\) while \(E+2L=4\).

In the QED theorem, `h3` is the valence hypothesis. It turns the sum of valences into \(3V\), and `omega` performs the substitution above.

```lean
/-- In a finite connected diagram with at least one vertex and three half-edges at every vertex,
`L + V = I + 1` and `V + 2 = E + 2L`. -/
theorem qed_power_counting [Fintype V] [Nonempty V] [Fintype I] [Fintype E]
    (D : Diagram V I E) (hD : D.Connected) (h3 : ∀ v, D.valence v = 3) :
    D.loopNumber + Fintype.card V = Fintype.card I + 1 ∧
      Fintype.card V + 2 = Fintype.card E + 2 * D.loopNumber := by
  have h₁ := D.connected_iff_loop_count.1 hD
  have h₂ := D.sum_valence
  simp only [h3, Finset.sum_const, Finset.card_univ, smul_eq_mul] at h₂
  exact ⟨h₁, by omega⟩
```

## One factor of e at every vertex

The last hypothesis is built into the form of the product: vertex \(v\) contributes \(e\,g_v\), where \(e\) stands for the coupling of the electron to the photon and \(g_v\) for the rest of the vertex factor. By hand, \(\prod_v(e\,g_v)=e^{V}\prod_v g_v\). Multiplying by \(e^2\) and using \(V+2=E+2L\) gives the statement below, which avoids a subtraction in the exponent. The proof rewrites the exponent and separates the product in the same way.

```lean
/-- Let each vertex of a finite connected diagram with at least one vertex and three half-edges at
every vertex contribute a factor `e * g v`. Their product, times `e ^ 2`, is `e ^ (E + 2L)` times
the product of the `g v`. -/
theorem prod_vertex_factors [Fintype V] [Nonempty V] [Fintype I] [Fintype E]
    (D : Diagram V I E) (hD : D.Connected) (h3 : ∀ v, D.valence v = 3) (e : ℂ) (g : V → ℂ) :
    (∏ v, (e * g v)) * e ^ 2 = e ^ (Fintype.card E + 2 * D.loopNumber) * ∏ v, g v := by
  rw [← (D.qed_power_counting hD h3).2, Finset.prod_mul_distrib, Finset.prod_const,
    Finset.card_univ, pow_add]
  ring

end Diagram
```

Here the \(g_v\) are complex numbers, whereas a QED vertex carries a Dirac matrix contracted with propagators and external spinors. The step to the real amplitude is that it is linear in each vertex factor, so that \(e\) can be taken out of each one. Reading the exponent as the order of the diagram also takes the \(g_v\) to be independent of \(e\), which the Lean statement does not require. The coefficient of a counterterm vertex brings its own powers of \(e\), so \(E+2L-2\) is not the order of a diagram that contains one.

## The self-energy meets every condition

The opening example is entered with both lines directed from vertex 0 to vertex 1; these directions only fix the signs of the momenta.

```lean
/-- The electron self-energy diagram: two vertices joined by two lines (electron and photon),
with one external leg at each vertex. -/
def selfEnergy : Diagram (Fin 2) (Fin 2) (Fin 2) where
  src := fun _ => 0
  tgt := fun _ => 1
  leg := id
```

Connectedness is checked for the four pairs of vertices, and `decide` counts the half-edges. The general theorem then reads \(2+2=2+2L\), so \(L=1\), in agreement with the single free momentum found at the start.

```lean
/-- The electron self-energy diagram is connected, has three half-edges at every vertex, and
has one loop. -/
theorem selfEnergy_witness :
    selfEnergy.Connected ∧ (∀ v, selfEnergy.valence v = 3) ∧ selfEnergy.loopNumber = 1 := by
  have h : Relation.EqvGen selfEnergy.Joined 0 1 := .rel _ _ ⟨0, rfl, rfl⟩
  have hc : selfEnergy.Connected := by
    intro u v
    fin_cases u <;> fin_cases v
    · exact .refl _
    · exact h
    · exact .symm _ _ h
    · exact .refl _
  have h3 : ∀ v, selfEnergy.valence v = 3 := by decide
  have hL := (selfEnergy.qed_power_counting hc h3).2
  simp only [Fintype.card_fin] at hL
  exact ⟨hc, h3, by omega⟩

end

end QEDPowerCounting
```

```lean
#print axioms QEDPowerCounting.Diagram.mem_loopMomenta
#print axioms QEDPowerCounting.Diagram.sum_valence_sub_two
#print axioms QEDPowerCounting.Diagram.qed_power_counting
#print axioms QEDPowerCounting.Diagram.prod_vertex_factors
```

```
'QEDPowerCounting.Diagram.mem_loopMomenta' depends on axioms: [propext, Classical.choice, Quot.sound]
'QEDPowerCounting.Diagram.sum_valence_sub_two' depends on axioms: [propext, Classical.choice, Quot.sound]
'QEDPowerCounting.Diagram.qed_power_counting' depends on axioms: [propext, Classical.choice, Quot.sound]
'QEDPowerCounting.Diagram.prod_vertex_factors' depends on axioms: [propext, Classical.choice, Quot.sound]
```
